# Removing Translational Duplicates from a Supercell Enumeration Saves at Most a Factor of the Number of Sites

Before fitting a cluster expansion, one may list every way of placing the atomic species on a periodic supercell and keep one structure from each set of translated copies. The number of structures left, together with the cost of each, determines the work of computing them all. For a finite supercell with one decorated site per primitive cell, the saving is at most a factor of the number of sites, so with two or more species the list still grows exponentially.

## Counting classes through fixed decorations

Let $G$ be the finite abelian group of the translations of the primitive lattice, where two translations that differ by a period of the supercell count as one, and let $N$ be their number. Its elements also label the sites. Let $S$ be a set of $k\ge1$ species. A decoration is a function $c:G\to S$, and translation by $g$ gives $(T_gc)(x)=c(x-g)$. Let $M$ be the number of translation classes and $F_g$ the number of decorations with $T_gc=c$.

Count the pairs $(g,c)$ with $T_gc=c$. A decoration whose class has $m$ members is fixed by $N/m$ translations, so each class contributes $m\cdot N/m=N$ pairs. Hence
$$MN=\sum_{g\in G}F_g=k^N+\sum_{g\ne0}F_g,$$
since the zero translation fixes all $k^N$ decorations.

If $g\ne0$ fixes $c$, then $c(x)=c(x-g)$ for every $x$, so $c$ is constant on the cosets of the subgroup $H$ generated by $g$. Since $|H|\ge2$, there are $N/|H|\le\lfloor N/2\rfloor$ cosets, and $F_g\le k^{\lfloor N/2\rfloor}$. Therefore
$$k^N\le MN\le k^N+(N-1)k^{\lfloor N/2\rfloor}<k^N+Nk^{\lfloor N/2\rfloor},$$
and division by $N$ gives
$$\frac{k^N}{N}\le M<\frac{k^N}{N}+k^{\lfloor N/2\rfloor}.$$

For $N\ge2$ there is a nonzero translation, and it fixes the uniform decorations. Thus $MN>k^N$, and the saving factor $k^N/M$ is strictly below $N$.

For $k\ge2$, put $r=N-\lfloor N/2\rfloor\ge1$. Then $N\le2r\le2^r\le k^r$, so $M\ge k^N/N\ge k^{N-r}=k^{\lfloor N/2\rfloor}$.

## Decorations and their classes in Lean

The type `G` serves as both sites and translations, and `S` is the type of species.

```lean
import Mathlib

open Finset

namespace SupercellEnumeration

variable {G S : Type*} [AddCommGroup G]
```

The sign in `x - g` moves the pattern forward by `g`.

```lean
/-- The decoration `c` of the sites `G` by species `S`, rigidly translated by `g`. -/
def translate (g : G) (c : G → S) : G → S := fun x => c (x - g)
```

Equivalence means that some translation carries one decoration to the other. The three proofs use the zero translation, the inverse translation and the sum of two translations.

```lean
variable (G S) in
/-- Two decorations are equivalent when a translation carries one to the other. -/
def translationSetoid : Setoid (G → S) where
  r c d := ∃ g : G, translate g c = d
  iseqv :=
    { refl := fun c => ⟨0, by funext x; simp [translate]⟩
      symm := by
        rintro c d ⟨g, rfl⟩
        exact ⟨-g, by funext x; simp [translate]⟩
      trans := by
        rintro c d e ⟨g, rfl⟩ ⟨h, rfl⟩
        exact ⟨h + g, by funext x; simp [translate, sub_sub]⟩ }
```

The number $M$ is `numClasses G S`, the cardinality of the quotient. All compositions are counted together. Rotations and reflections are not used to identify decorations, and supercells of different shapes are not compared.

```lean
variable (G S) in
/-- The number of translation classes of decorations of the sites `G` by species `S`, with the value
`0` if there are infinitely many classes. -/
noncomputable def numClasses : ℕ := Nat.card (Quotient (translationSetoid G S))
```

## The orbit count

The next theorem is $\sum_gF_g=MN$. The proof uses the multiplicative form of Mathlib's orbit-counting theorem, and for this it makes `translate` an action of `Multiplicative G`. It then identifies the classes with the orbits (`hs`) and carries the sum back to `G`.

```lean
/-- Orbit counting: the decorations fixed by each translation, summed over all translations of a
finite supercell, number the translation classes times the number of sites. -/
theorem sum_card_fixed [Fintype G] [Finite S] :
    ∑ g : G, Nat.card {c : G → S // translate g c = c} = numClasses G S * Nat.card G := by
  classical
  -- translations as a group action, written multiplicatively
  let act : MulAction (Multiplicative G) (G → S) :=
    { smul := fun g c => translate g.toAdd c
      one_smul := fun c => by
        funext x
        change c (x - 0) = c x
        rw [sub_zero]
      mul_smul := fun g h c => by
        funext x
        change c (x - (g.toAdd + h.toAdd)) = c (x - g.toAdd - h.toAdd)
        rw [sub_sub] }
  have hs : translationSetoid G S = MulAction.orbitRel (Multiplicative G) (G → S) := by
    apply Setoid.ext
    intro c d
    constructor
    · rintro ⟨g, hg⟩
      have h : d ∈ MulAction.orbit (Multiplicative G) c := ⟨Multiplicative.ofAdd g, hg⟩
      exact Setoid.symm' _ (MulAction.orbitRel_apply.2 h)
    · intro h
      obtain ⟨g, hg⟩ := MulAction.orbitRel_apply.1 (Setoid.symm' _ h)
      exact ⟨g.toAdd, hg⟩
  have : ∀ a : Multiplicative G, Fintype (MulAction.fixedBy (G → S) a) :=
    fun a => Fintype.ofFinite _
  have : Fintype (Quotient (MulAction.orbitRel (Multiplicative G) (G → S))) :=
    Fintype.ofFinite _
  have h := MulAction.sum_card_fixedBy_eq_card_orbits_mul_card_group (Multiplicative G) (G → S)
  simp only [← Nat.card_eq_fintype_card] at h
  -- back from the multiplicative copy of the translations to `G` itself
  have hcard : Nat.card (Multiplicative G) = Nat.card G := Nat.card_congr Multiplicative.toAdd
  rw [hcard] at h
  rw [numClasses, hs]
  refine Eq.trans ?_ h
  exact Fintype.sum_equiv Multiplicative.ofAdd _ _
    (fun g => Nat.card_congr (Equiv.subtypeEquivRight fun c => Iff.rfl))
```

## Decorations fixed by a nonzero translation

Here `Nat.card S` is $k$, `Nat.card G` is $N$, and division of natural numbers rounds down. The hypothesis `Nonempty S` says $k\ge1$.

In the proof, `key` shows that a fixed decoration has the same value at a site and at the chosen representative of its coset. The map `f`, which records one value per coset, is therefore injective. The bound `hq` on the number of cosets follows from `h2`, which says that $H$ has at least two elements.

```lean
/-- In a finite supercell of `N` sites with `k ≥ 1` species, a nonzero translation fixes at most
`k ^ (N / 2)` decorations, with `N / 2` rounded down. -/
theorem card_fixed_le [Finite G] [Finite S] [Nonempty S] {g : G} (hg : g ≠ 0) :
    Nat.card {c : G → S // translate g c = c} ≤ Nat.card S ^ (Nat.card G / 2) := by
  let H := AddSubgroup.zmultiples g
  -- a fixed decoration takes the same value at `x` and at the representative of its coset
  have key : ∀ c : G → S, translate g c = c → ∀ x : G, c x = c (x : G ⧸ H).out := by
    intro c hc x
    have step : Function.Periodic c g := fun y => by
      have h := congrFun hc (y + g)
      simpa [translate] using h.symm
    have hx : -(x : G ⧸ H).out + x ∈ H :=
      QuotientAddGroup.eq.1 (QuotientAddGroup.out_eq' (x : G ⧸ H))
    obtain ⟨n, hn⟩ := AddSubgroup.mem_zmultiples_iff.1 hx
    have h := step.zsmul n (x : G ⧸ H).out
    rw [hn, add_neg_cancel_left] at h
    exact h
  let f : {c : G → S // translate g c = c} → (G ⧸ H → S) := fun c q => c.1 q.out
  have hf : Function.Injective f := by
    intro c d hcd
    apply Subtype.ext
    funext x
    exact (key c.1 c.2 x).trans ((congrFun hcd (x : G ⧸ H)).trans (key d.1 d.2 x).symm)
  -- the cosets have at least two elements, so there are at most `N / 2` of them
  have : Nontrivial H :=
    ⟨⟨⟨g, AddSubgroup.mem_zmultiples g⟩, 0, fun h => hg (congrArg Subtype.val h)⟩⟩
  have h2 : 2 ≤ Nat.card H := Finite.one_lt_card
  have hq : Nat.card (G ⧸ H) ≤ Nat.card G / 2 := by
    rw [Nat.le_div_iff_mul_le two_pos, AddSubgroup.card_eq_card_quotient_mul_card_addSubgroup H]
    exact Nat.mul_le_mul_left _ h2
  calc Nat.card {c : G → S // translate g c = c}
      ≤ Nat.card (G ⧸ H → S) := Nat.card_le_card_of_injective f hf
    _ = Nat.card S ^ Nat.card (G ⧸ H) := Nat.card_fun
    _ ≤ Nat.card S ^ (Nat.card G / 2) := Nat.pow_le_pow_right Nat.card_pos hq
```

## Bounds on the number of classes

Separating the zero translation gives the exact identity for $MN$.

```lean
/-- In a finite supercell, the number of classes times the number of sites is the number of all
decorations plus the contributions of decorations fixed by the nonzero translations. -/
theorem numClasses_mul_card [Fintype G] [DecidableEq G] [Finite S] :
    numClasses G S * Nat.card G = Nat.card S ^ Nat.card G +
      ∑ g ∈ univ.erase (0 : G), Nat.card {c : G → S // translate g c = c} := by
  have h0 : Nat.card {c : G → S // translate 0 c = c} = Nat.card S ^ Nat.card G := by
    rw [← Nat.card_fun]
    exact Nat.card_congr (Equiv.subtypeUnivEquiv fun c => by funext x; simp [translate])
  rw [← sum_card_fixed, ← Finset.add_sum_erase univ _ (mem_univ (0 : G)), h0]
```

The two bounds are stated over the real numbers, so $k^N/N$ is an ordinary quotient, while the exponent `Nat.card G / 2` is still rounded down. The lower bound discards the sum over nonzero translations. For the upper bound, `hsum` bounds that sum term by term, and `hcard` says that it has fewer than $N$ terms, which makes the inequality strict.

```lean
/-- For `N` sites forming a finite abelian group and `k ≥ 1` species, the number of translation
classes is at least `k ^ N / N` and less than `k ^ N / N + k ^ (N / 2)`, where the exponent
`N / 2` is rounded down. -/
theorem numClasses_bounds [Finite G] [Finite S] [Nonempty S] :
    (Nat.card S : ℝ) ^ Nat.card G / Nat.card G ≤ numClasses G S ∧
      (numClasses G S : ℝ) <
        (Nat.card S : ℝ) ^ Nat.card G / Nat.card G + (Nat.card S : ℝ) ^ (Nat.card G / 2) := by
  classical
  cases nonempty_fintype G
  have hM := numClasses_mul_card (G := G) (S := S)
  have hN : (0 : ℝ) < Nat.card G := by exact_mod_cast Nat.card_pos
  constructor
  · rw [div_le_iff₀ hN]
    exact_mod_cast hM ▸ Nat.le_add_right _ _
  · -- each of the `N - 1` nonzero translations contributes at most `k ^ (N / 2)`
    have hsum := Finset.sum_le_card_nsmul (univ.erase (0 : G))
      (fun g => Nat.card {c : G → S // translate g c = c}) (Nat.card S ^ (Nat.card G / 2))
      (fun g hg => card_fixed_le (Finset.ne_of_mem_erase hg))
    have hcard : (univ.erase (0 : G)).card < Nat.card G := by
      rw [Nat.card_eq_fintype_card]
      exact Finset.card_erase_lt_of_mem (mem_univ 0)
    have hK : 0 < Nat.card S ^ (Nat.card G / 2) := pow_pos Nat.card_pos _
    have hlt := Nat.mul_lt_mul_of_pos_right hcard hK
    rw [smul_eq_mul] at hsum
    have hnat : numClasses G S * Nat.card G <
        Nat.card S ^ Nat.card G + Nat.card G * Nat.card S ^ (Nat.card G / 2) := by
      rw [hM]
      exact Nat.add_lt_add_left (lt_of_le_of_lt hsum hlt) _
    rw [← mul_div_cancel_left₀ ((Nat.card S : ℝ) ^ (Nat.card G / 2)) hN.ne', ← add_div,
      lt_div_iff₀ hN]
    exact_mod_cast hnat
```

## The saving factor and the exponential remainder

`Nontrivial G` expresses $N\ge2$. The uniform decorations make the sum over nonzero translations positive (`hpos`), which gives $k^N<MN$.

```lean
/-- In a finite supercell with at least two sites and at least one species, removing translational
duplicates shortens the list of decorations by a factor strictly below the number of sites. -/
theorem saving_lt_card [Finite G] [Nontrivial G] [Finite S] [Nonempty S] :
    (Nat.card S : ℝ) ^ Nat.card G / numClasses G S < Nat.card G := by
  classical
  cases nonempty_fintype G
  obtain ⟨g, hg⟩ := exists_ne (0 : G)
  -- a uniform decoration is fixed by every translation
  have hpos : 0 < ∑ g ∈ univ.erase (0 : G), Nat.card {c : G → S // translate g c = c} := by
    apply Finset.sum_pos
    · intro h _
      have : Nonempty {c : G → S // translate h c = c} :=
        ⟨⟨fun _ => Classical.arbitrary S, rfl⟩⟩
      exact Nat.card_pos
    · exact ⟨g, Finset.mem_erase.2 ⟨hg, mem_univ g⟩⟩
  have hlt : Nat.card S ^ Nat.card G < numClasses G S * Nat.card G := by
    rw [numClasses_mul_card]
    exact Nat.lt_add_of_pos_right hpos
  have hM : 0 < numClasses G S := Nat.pos_of_mul_pos_right (lt_of_le_of_lt (Nat.zero_le _) hlt)
  rw [div_lt_iff₀ (by exact_mod_cast hM), mul_comm]
  exact_mod_cast hlt
```

The last theorem assumes $k\ge2$ and allows $N=1$. Its step `hsmall` is the inequality $N\le2^r$, and the final chain compares $k^{\lfloor N/2\rfloor}N$ with $MN$ before cancelling $N$.

```lean
/-- With `k ≥ 2` species on a finite supercell of `N` sites, at least `k ^ (N / 2)` translation
classes remain, with `N / 2` rounded down. -/
theorem exponential_le_numClasses [Finite G] [Finite S] (hk : 2 ≤ Nat.card S) :
    Nat.card S ^ (Nat.card G / 2) ≤ numClasses G S := by
  classical
  cases nonempty_fintype G
  have hN : 0 < Nat.card G := Nat.card_pos
  -- the number of sites is at most `2 ^ (N - N / 2)`
  have hsmall : Nat.card G ≤ 2 ^ (Nat.card G - Nat.card G / 2) := by
    obtain ⟨j, hj⟩ : ∃ j, Nat.card G - Nat.card G / 2 = j + 1 :=
      ⟨Nat.card G - Nat.card G / 2 - 1, by omega⟩
    have h : j < 2 ^ j := Nat.lt_two_pow_self
    rw [hj, pow_succ]
    omega
  refine Nat.le_of_mul_le_mul_right ?_ hN
  calc Nat.card S ^ (Nat.card G / 2) * Nat.card G
      ≤ Nat.card S ^ (Nat.card G / 2) * Nat.card S ^ (Nat.card G - Nat.card G / 2) :=
        Nat.mul_le_mul_left _ (hsmall.trans (Nat.pow_le_pow_left hk _))
    _ = Nat.card S ^ Nat.card G := by
        rw [← pow_add, Nat.add_sub_cancel' (Nat.div_le_self _ _)]
    _ ≤ numClasses G S * Nat.card G := by
        rw [numClasses_mul_card]
        exact Nat.le_add_right _ _

end SupercellEnumeration
```

```lean
#print axioms SupercellEnumeration.numClasses_bounds
#print axioms SupercellEnumeration.saving_lt_card
#print axioms SupercellEnumeration.exponential_le_numClasses
```

```
'SupercellEnumeration.numClasses_bounds' depends on axioms: [propext, Classical.choice, Quot.sound]
'SupercellEnumeration.saving_lt_card' depends on axioms: [propext, Classical.choice, Quot.sound]
'SupercellEnumeration.exponential_le_numClasses' depends on axioms: [propext, Classical.choice, Quot.sound]
```
